# The fixed-basis pressure never exceeds the fixed-cutoff pressure for a differentiable energy that does not increase with cutoff

Let \(E(V,E_c)\) be the energy of a cell of volume \(V\) computed with kinetic-energy cutoff \(E_c\), in atomic units. The reference point is \((V_0,E_{c0})\), with both values positive. The leading-order number of plane waves below the cutoff is

\[
N(V,E_c)=\frac{V}{(2\pi)^3}\,\frac{4\pi}{3}(2E_c)^{3/2}=\frac{V(2E_c)^{3/2}}{6\pi^2}.
\]

A pressure is minus a volume derivative at \(V_0\), and there are two of them:

- \(P_{\rm cut}\) holds the cutoff at \(E_{c0}\).
- \(P_{\rm basis}\) lets the cutoff follow \(E_c(V)=E_{c0}(V_0/V)^{2/3}\), which keeps \(N\) constant.

## The Pulay pressure and its sign

If \(E\) is differentiable at \((V_0,E_{c0})\), then

\[
P_{\rm basis}=P_{\rm cut}+\frac{2E_{c0}}{3V_0}\,\frac{\partial E}{\partial E_c}(V_0,E_{c0}).
\]

The added term is called the Pulay pressure here. If \(E(V_0,\cdot)\) is also nonincreasing on positive cutoffs, then \(P_{\rm basis}\le P_{\rm cut}\). The two are equal exactly when \(\partial E/\partial E_c=0\) at the reference point.

The monotonicity hypothesis stands for the variational principle: at fixed cell, a higher cutoff only adds plane waves, so the minimum energy cannot rise.

## Analytic stress against energy differences

A plane-wave code that differentiates the energy with a fixed set of integer reciprocal-lattice indices obtains \(P_{\rm basis}\), because under isotropic strain the kinetic energies of those waves scale as \(V^{-2/3}\). Minus the slope of total energies against volume at constant cutoff approximates \(P_{\rm cut}\) when the volume steps are small but still let many plane waves cross the cutoff. With a step so small that none crosses, the basis is unchanged and the slope gives \(P_{\rm basis}\) again. For an energy smooth in volume and cutoff, the identity gives the offset to expect between the analytic pressure and the one from energy differences. If a relaxation ends with \(P_{\rm basis}=0\) and the energy does not increase with cutoff, then \(P_{\rm cut}\ge0\) at the final volume, both pressures being taken at the cutoff that the final basis has there. If the plane waves were kept while the cell changed isotropically from \(V_0\) to \(V\), that cutoff is \(E_{c0}(V_0/V)^{2/3}\), not the starting value \(E_{c0}\).

## From constant count to the pressure difference

For positive arguments, \(N(V,E_c)=N(V_0,E_{c0})\) means \(V E_c^{3/2}=V_0E_{c0}^{3/2}\). Since \(x\mapsto x^{3/2}\) is injective on nonnegative numbers, this holds exactly when \(E_c=E_{c0}(V_0/V)^{2/3}\). The slope of this path is

\[
\frac{dE_c}{dV}\bigg|_{V_0}=-\frac23E_{c0}V_0^{2/3}V_0^{-5/3}=-\frac{2E_{c0}}{3V_0}.
\]

By the chain rule,

\[
P_{\rm basis}=-\left(\frac{\partial E}{\partial V}-\frac{2E_{c0}}{3V_0}\frac{\partial E}{\partial E_c}\right)
=P_{\rm cut}+\frac{2E_{c0}}{3V_0}\frac{\partial E}{\partial E_c}.
\]

The prefactor is positive. A nonincreasing energy has \(\partial E/\partial E_c\le0\), which gives the inequality, and the added term vanishes only if the derivative does.

## A harmonic cell with a \(c/E_c\) basis error

Take \(E=\tfrac B2(V-V_1)^2+c/E_c\) with \(B=10^{-4}\), \(V_1=102\), \(c=0.3\), \(V_0=100\) and \(E_{c0}=20\), numbers chosen for easy arithmetic. Here \(V_1\) is the volume of lowest energy at constant cutoff, and \(B\) is the curvature of the energy in volume, which is the bulk modulus at \(V_1\) divided by \(V_1\). Then \(P_{\rm cut}=-B(V_0-V_1)=2\times10^{-4}\). Along the path the error term is \(0.015\,(V/100)^{2/3}\), with slope \(0.015\cdot\tfrac{2}{300}=10^{-4}\) at \(V_0\). Hence \(P_{\rm basis}=10^{-4}\), and the difference matches \(-2c/(3V_0E_{c0})\).

## Lean file

```lean
import Mathlib

open Real

namespace PulayStress

noncomputable section

/-- Leading-order number of plane waves with kinetic energy below the cutoff `Ec` in a cell of
volume `V`, in atomic units, for `V` and `Ec` positive. -/
def planeWaveCount (V Ec : ℝ) : ℝ := V * (2 * Ec) ^ (3 / 2 : ℝ) / (6 * π ^ 2)

/-- The fixed-basis path `Ec0 (V0 / V) ^ (2/3)`: the cutoff at volume `V` for a basis chosen
at volume `V0` with cutoff `Ec0`, for positive volumes. -/
def fixedBasisCutoff (V0 Ec0 V : ℝ) : ℝ := Ec0 * (V0 / V) ^ (2 / 3 : ℝ)

/-- Pressure at constant cutoff: minus the volume derivative of the energy. -/
def fixedCutoffPressure (E : ℝ × ℝ → ℝ) (V0 Ec0 : ℝ) : ℝ :=
  -deriv (fun V => E (V, Ec0)) V0

/-- Pressure along the fixed-basis path: minus the volume derivative of the energy when the
cutoff follows the volume. -/
def fixedBasisPressure (E : ℝ × ℝ → ℝ) (V0 Ec0 : ℝ) : ℝ :=
  -deriv (fun V => E (V, fixedBasisCutoff V0 Ec0 V)) V0

/-- Derivative of the energy with respect to the cutoff at constant volume. -/
def cutoffSlope (E : ℝ × ℝ → ℝ) (V0 Ec0 : ℝ) : ℝ :=
  deriv (fun Ec => E (V0, Ec)) Ec0

/-- The leading-order number of plane waves is the same at `(V, Ec)` and `(V0, Ec0)` exactly
when the cutoff `Ec` lies on the fixed-basis path. -/
theorem planeWaveCount_eq_iff {V V0 Ec Ec0 : ℝ} (hV : 0 < V) (hV0 : 0 < V0)
    (hEc : 0 < Ec) (hEc0 : 0 < Ec0) :
    planeWaveCount V Ec = planeWaveCount V0 Ec0 ↔ Ec = fixedBasisCutoff V0 Ec0 V := by
  have hr : 0 < V0 / V := div_pos hV0 hV
  -- the path conserves the count
  have hpath : planeWaveCount V (fixedBasisCutoff V0 Ec0 V) = planeWaveCount V0 Ec0 := by
    have h1 : (2 / 3 : ℝ) * (3 / 2) = 1 := by norm_num
    have e : (2 * (Ec0 * (V0 / V) ^ (2 / 3 : ℝ))) ^ (3 / 2 : ℝ)
        = (2 * Ec0) ^ (3 / 2 : ℝ) * (V0 / V) := by
      rw [← mul_assoc, Real.mul_rpow (by positivity) (by positivity),
        ← Real.rpow_mul hr.le, h1, Real.rpow_one]
    unfold planeWaveCount fixedBasisCutoff
    rw [e]
    generalize (2 * Ec0) ^ (3 / 2 : ℝ) = A
    field_simp
  constructor
  · -- at given volume the count determines the cutoff
    intro h
    have h1 := h.trans hpath.symm
    unfold planeWaveCount at h1
    have h6 : 6 * π ^ 2 ≠ 0 := by positivity
    have h2 := mul_left_cancel₀ hV.ne' ((div_left_inj' h6).mp h1)
    have hpos : 0 ≤ 2 * fixedBasisCutoff V0 Ec0 V := by
      unfold fixedBasisCutoff
      positivity
    have h3 := (Real.rpow_left_inj (by positivity) hpos (by norm_num)).mp h2
    linarith
  · intro h
    rw [h, hpath]

/-- At the reference volume the cutoff on the fixed-basis path changes with volume at the
rate `-2 Ec0 / (3 V0)`. -/
theorem hasDerivAt_fixedBasisCutoff {V0 : ℝ} (Ec0 : ℝ) (hV : 0 < V0) :
    HasDerivAt (fixedBasisCutoff V0 Ec0) (-(2 * Ec0 / (3 * V0))) V0 := by
  have h1 : HasDerivAt (fun V : ℝ => V0 / V) (-1 / V0) V0 := by
    refine ((hasDerivAt_const V0 V0).fun_div (hasDerivAt_id' V0) hV.ne').congr_deriv ?_
    show (0 * V0 - V0 * 1) / V0 ^ 2 = -1 / V0
    rw [zero_mul, mul_one, zero_sub]
    field_simp
  have h2 := (h1.rpow_const (p := 2 / 3) (Or.inl (div_ne_zero hV.ne' hV.ne'))).const_mul Ec0
  refine h2.congr_deriv ?_
  show Ec0 * (-1 / V0 * (2 / 3) * (V0 / V0) ^ ((2 : ℝ) / 3 - 1)) = _
  rw [div_self hV.ne', Real.one_rpow]
  ring

/-- Total volume derivative of the energy when the cutoff follows any differentiable schedule
`c` through the reference point. -/
theorem hasDerivAt_energy_along {E : ℝ × ℝ → ℝ} {V0 Ec0 c' : ℝ} {c : ℝ → ℝ}
    (hE : DifferentiableAt ℝ E (V0, Ec0)) (hc : c V0 = Ec0) (hc' : HasDerivAt c c' V0) :
    HasDerivAt (fun V => E (V, c V))
      (deriv (fun V => E (V, Ec0)) V0 + c' * cutoffSlope E V0 Ec0) V0 := by
  subst hc
  have hF := hE.hasFDerivAt
  have h1 := HasFDerivAt.comp_hasDerivAt (f := fun V => (V, c V0)) V0 hF
    ((hasDerivAt_id' V0).prodMk (hasDerivAt_const V0 (c V0)))
  have h2 := HasFDerivAt.comp_hasDerivAt (f := fun e => (V0, e)) (c V0) hF
    ((hasDerivAt_const (c V0) V0).prodMk (hasDerivAt_id' (c V0)))
  have h3 := HasFDerivAt.comp_hasDerivAt (f := fun V => (V, c V)) V0 hF
    ((hasDerivAt_id' V0).prodMk hc')
  have hV : deriv (fun V => E (V, c V0)) V0 = fderiv ℝ E (V0, c V0) (1, 0) := h1.deriv
  have hC : cutoffSlope E V0 (c V0) = fderiv ℝ E (V0, c V0) (0, 1) := h2.deriv
  -- split the direction of the path into volume and cutoff parts
  have hs : ((1 : ℝ), c') = (1, 0) + c' • ((0 : ℝ), (1 : ℝ)) := by simp
  refine HasDerivAt.congr_deriv h3 ?_
  rw [hV, hC, hs, map_add, map_smul, smul_eq_mul]

/-- Pulay pressure: the fixed-basis pressure is the fixed-cutoff pressure plus
`2 Ec0 / (3 V0)` times the derivative of the energy with respect to the cutoff. -/
theorem fixedBasisPressure_eq {E : ℝ × ℝ → ℝ} {V0 Ec0 : ℝ}
    (hE : DifferentiableAt ℝ E (V0, Ec0)) (hV : 0 < V0) :
    fixedBasisPressure E V0 Ec0
      = fixedCutoffPressure E V0 Ec0 + 2 * Ec0 / (3 * V0) * cutoffSlope E V0 Ec0 := by
  have hc : fixedBasisCutoff V0 Ec0 V0 = Ec0 := by
    simp [fixedBasisCutoff, div_self hV.ne']
  have h := hasDerivAt_energy_along hE hc (hasDerivAt_fixedBasisCutoff Ec0 hV)
  unfold fixedBasisPressure fixedCutoffPressure
  rw [h.deriv]
  ring

/-- Sign of the Pulay stress: if the energy does not increase with the cutoff, the fixed-basis
pressure never exceeds the fixed-cutoff pressure. -/
theorem fixedBasisPressure_le {E : ℝ × ℝ → ℝ} {V0 Ec0 : ℝ}
    (hE : DifferentiableAt ℝ E (V0, Ec0)) (hV : 0 < V0) (hEc : 0 < Ec0)
    (hmono : AntitoneOn (fun Ec => E (V0, Ec)) (Set.Ioi 0)) :
    fixedBasisPressure E V0 Ec0 ≤ fixedCutoffPressure E V0 Ec0 := by
  have hs : cutoffSlope E V0 Ec0 ≤ 0 := by
    have h := hmono.derivWithin_nonpos (x := Ec0)
    rwa [derivWithin_of_isOpen isOpen_Ioi (Set.mem_Ioi.mpr hEc)] at h
  have hk : 0 ≤ 2 * Ec0 / (3 * V0) := by positivity
  rw [fixedBasisPressure_eq hE hV]
  linarith [mul_nonpos_of_nonneg_of_nonpos hk hs]

/-- The two pressures agree exactly when the energy is stationary in the cutoff. -/
theorem fixedBasisPressure_eq_iff {E : ℝ × ℝ → ℝ} {V0 Ec0 : ℝ}
    (hE : DifferentiableAt ℝ E (V0, Ec0)) (hV : 0 < V0) (hEc : 0 < Ec0) :
    fixedBasisPressure E V0 Ec0 = fixedCutoffPressure E V0 Ec0
      ↔ cutoffSlope E V0 Ec0 = 0 := by
  have hk : 0 < 2 * Ec0 / (3 * V0) := by positivity
  rw [fixedBasisPressure_eq hE hV]
  constructor
  · intro h
    have h0 : 2 * Ec0 / (3 * V0) * cutoffSlope E V0 Ec0 = 0 := by linarith
    exact (mul_eq_zero.mp h0).resolve_left hk.ne'
  · intro h
    rw [h, mul_zero, add_zero]

/-- Model energy: a harmonic equation of state around the volume `V1` plus a basis-set error
`c / Ec`, for nonzero cutoff. -/
def modelEnergy (B V1 c : ℝ) (p : ℝ × ℝ) : ℝ := B / 2 * (p.1 - V1) ^ 2 + c / p.2

/-- For `c > 0` the model energy is differentiable and nonincreasing in the cutoff, and its
fixed-basis pressure lies below the fixed-cutoff one by `2 c / (3 V0 Ec0)`. -/
theorem modelEnergy_witness (B V1 : ℝ) {c V0 Ec0 : ℝ} (hc : 0 < c) (hV : 0 < V0)
    (hEc : 0 < Ec0) :
    DifferentiableAt ℝ (modelEnergy B V1 c) (V0, Ec0) ∧
    AntitoneOn (fun Ec => modelEnergy B V1 c (V0, Ec)) (Set.Ioi 0) ∧
    fixedBasisPressure (modelEnergy B V1 c) V0 Ec0
      = fixedCutoffPressure (modelEnergy B V1 c) V0 Ec0 - 2 * c / (3 * V0 * Ec0) := by
  have hd : DifferentiableAt ℝ (modelEnergy B V1 c) (V0, Ec0) := by
    show DifferentiableAt ℝ (fun p : ℝ × ℝ => B / 2 * (p.1 - V1) ^ 2 + c / p.2) (V0, Ec0)
    fun_prop (disch := exact hEc.ne')
  refine ⟨hd, ?_, ?_⟩
  · intro x hx y _ hxy
    show B / 2 * (V0 - V1) ^ 2 + c / y ≤ B / 2 * (V0 - V1) ^ 2 + c / x
    have h := div_le_div_of_nonneg_left hc.le (Set.mem_Ioi.mp hx) hxy
    linarith
  · have h := ((hasDerivAt_const Ec0 c).fun_div (hasDerivAt_id' Ec0) hEc.ne').const_add
      (B / 2 * (V0 - V1) ^ 2)
    have hs : cutoffSlope (modelEnergy B V1 c) V0 Ec0 = (0 * Ec0 - c * 1) / Ec0 ^ 2 := h.deriv
    have hk : 2 * Ec0 / (3 * V0) * (-c / Ec0 ^ 2) = -(2 * c / (3 * V0 * Ec0)) := by
      field_simp
    rw [fixedBasisPressure_eq hd hV, hs, zero_mul, mul_one, zero_sub, hk]
    ring

end

end PulayStress
```

```lean
#print axioms PulayStress.planeWaveCount_eq_iff
-- 'PulayStress.planeWaveCount_eq_iff' depends on axioms: [propext, Classical.choice, Quot.sound]
#print axioms PulayStress.fixedBasisPressure_le
-- 'PulayStress.fixedBasisPressure_le' depends on axioms: [propext, Classical.choice, Quot.sound]
#print axioms PulayStress.fixedBasisPressure_eq_iff
-- 'PulayStress.fixedBasisPressure_eq_iff' depends on axioms: [propext, Classical.choice, Quot.sound]
```

## How the theorems read, and their range

The energy is any function `E : ℝ × ℝ → ℝ`, volume first and cutoff second. `DifferentiableAt ℝ E (V0, Ec0)` is joint differentiability at the reference point, and `AntitoneOn` over `Set.Ioi 0` is the monotonicity hypothesis. `cutoffSlope` is \(\partial E/\partial E_c\).

- `planeWaveCount_eq_iff` justifies the name "fixed basis". It first shows that the path conserves the count, then cancels common factors and uses injectivity of the power.
- `hasDerivAt_fixedBasisCutoff` finds the slope by the quotient and power rules.
- `hasDerivAt_energy_along` is the chain rule for any differentiable cutoff schedule. It splits the direction \((1,c')\) into \((1,0)+c'(0,1)\).
- `fixedBasisPressure_eq` combines the last two into the identity.
- `fixedBasisPressure_le` turns monotonicity into a nonpositive slope, and `fixedBasisPressure_eq_iff` cancels the positive prefactor.
- `modelEnergy_witness` checks both hypotheses for the harmonic model with \(c>0\) and computes its pressure difference.

The result concerns scalar pressure, not the full stress tensor. No Kohn–Sham energy is constructed, and both differentiability and monotonicity are assumed. Differentiability is an idealisation: in a finite cell with a finite k-point set, the true basis changes in jumps as the cutoff varies, and the smooth count \(N\) ignores them. The inequality compares derivatives at one volume and does not bound the error of a finite volume step.
